# The n(n+1)/2 squared lengths of cell edges and pairwise diagonals determine the metric, and without assumed cell symmetry no smaller set of vectors does

**Q.** Two variable-cell relaxations of the same crystal have given me two triclinic cells, oriented differently in the Cartesian frame. I can't compare the basis vectors component by component, but I can compare lengths: three edges $a_i$ and three face diagonals $a_i + a_j$. If all six agree, do the cells have the same shape, angles included?

**A.** Yes, provided the basis vectors are matched in order. The shape is encoded in the metric $G_{ij} = a_i\cdot a_j$, and a vector with coordinates $x$ has squared length

$$x^T G x = \sum_{i,j} x_i G_{ij} x_j = \Big|\sum_i x_i a_i\Big|^2 .$$

Let $e_i$ be the coordinate vector of the $i$-th edge. Then $e_i^T G e_i = G_{ii}$, and since $G$ is symmetric,

$$(e_i+e_j)^T G (e_i+e_j) = G_{ii} + G_{jj} + 2G_{ij}.$$

Solving for the last term gives

$$G_{ij} = \tfrac12\big[(e_i+e_j)^T G (e_i+e_j) - e_i^T G e_i - e_j^T G e_j\big].$$

Equal lengths therefore force equal entries, and the converse is immediate. In $n$ dimensions there are $n$ edges and $n(n-1)/2$ sums, $n(n+1)/2$ lengths in all.

**Q.** Perhaps five cleverly chosen long lattice vectors would do the work of six.

**A.** They would not. Take any $m < n(n+1)/2$ vectors $v_k$. The map $S \mapsto (v_k^T S v_k)_k$ is linear, from a space of dimension $n(n+1)/2$ to one of dimension $m$, so some nonzero symmetric $S$ has $v_k^T S v_k = 0$ for every $k$.

It remains to build genuine metrics from $S$. Put $C = \sum_{i,j}|S_{ij}|$ and $|x|^2 = \sum_k x_k^2$. Because $|x_i x_j| \le (x_i^2+x_j^2)/2 \le |x|^2$, we have $x^T S x \ge -C|x|^2$. With $1$ the identity matrix, $t = 1/(C+1)$ and $x \neq 0$,

$$x^T(1+tS)x \ \ge\ \Big(1-\frac{C}{C+1}\Big)|x|^2 = \frac{|x|^2}{C+1} > 0 .$$

So $1$ and $1+tS$ are two different positive definite metrics that agree on every measured length.

**Q.** What does this look like in the smallest cases?

**A.** For $n=1$ one length fixes the metric, and with none measured the metrics $(1)$ and $(2)$ cannot be told apart. For $n=2$ three lengths are needed. If you measure only the two edges, take $S$ with zeros on the diagonal and ones off it. Then $C=2$ and $t=1/3$, and $1+tS$ describes a rhombus with unit edges and $\cos\gamma = 1/3$, where $\gamma$ is the angle between the two edges. The edges alone do not distinguish it from the unit square.

**Q.** Now the Lean version. Which object is the metric, and what counts as a length?

**A.** A metric is a real matrix indexed by `Fin n`, whose indices run from $0$ to $n-1$. The function `sqLength G x` is $x^T G x$, and `axis i` is $e_i$.

```lean
import Mathlib

open Matrix

namespace MetricFromLengths

noncomputable section

variable {n : ℕ}

/-- The squared length `xᵀ G x` of the vector with coordinates `x` in the metric `G`. -/
def sqLength (G : Matrix (Fin n) (Fin n) ℝ) (x : Fin n → ℝ) : ℝ := x ⬝ᵥ G *ᵥ x

/-- The coordinates of the `i`-th basis vector of the cell. -/
def axis (i : Fin n) : Fin n → ℝ := Pi.single i 1
```

**Q.** A bare matrix need not be a metric. Where does positivity enter?

**A.** In `IsMetric`, which requires symmetry and a positive squared length for every nonzero vector. The equality theorem needs only symmetry, so it also covers indefinite forms. The theorem about too few lengths delivers matrices satisfying the full `IsMetric`, which is the stronger conclusion there.

```lean
/-- A positive definite metric: symmetric, with positive squared length for nonzero vectors. -/
def IsMetric (G : Matrix (Fin n) (Fin n) ℝ) : Prop :=
  G.IsSymm ∧ ∀ x, x ≠ 0 → 0 < sqLength G x
```

The independent entries are labelled by `Pairs n`, the index pairs with $i \le j$. Given one number per pair, `symOf` fills in the symmetric matrix.

```lean
/-- Index pairs `(i, j)` with `i ≤ j`, the positions on and above the diagonal. -/
abbrev Pairs (n : ℕ) := {p : Fin n × Fin n // p.1 ≤ p.2}

/-- The symmetric matrix with prescribed entries on and above the diagonal. -/
def symOf (c : Pairs n → ℝ) : Matrix (Fin n) (Fin n) ℝ :=
  Matrix.of fun i j => c ⟨(min i j, max i j), min_le_max⟩
```

**Q.** And my actual cell vectors?

**A.** They enter through `cellMetric a`, the matrix of inner products of vectors `a i` in a real inner product space `E`. Linear independence is not assumed, so degenerate cells are included.

```lean
/-- The metric of a cell: the inner products of its basis vectors. -/
def cellMetric {E : Type*} [NormedAddCommGroup E] [InnerProductSpace ℝ E]
    (a : Fin n → E) : Matrix (Fin n) (Fin n) ℝ :=
  Matrix.of fun i j => inner ℝ (a i) (a j)
```

**Q.** Take me through the proofs, then. What comes first?

**A.** Two facts about the quadratic form: it is the double sum written above, and it is linear in the metric. The second is proved by comparing the double sums term by term.

```lean
/-- The squared length written as a double sum over components. -/
theorem sqLength_eq_sum (G : Matrix (Fin n) (Fin n) ℝ) (x : Fin n → ℝ) :
    sqLength G x = ∑ i, ∑ j, x i * G i j * x j := by
  simp [sqLength, dotProduct, mulVec, Finset.mul_sum, mul_assoc]

/-- The squared length is linear in the metric. -/
theorem sqLength_add_smul (G S : Matrix (Fin n) (Fin n) ℝ) (t : ℝ) (x : Fin n → ℝ) :
    sqLength (G + t • S) x = sqLength G x + t * sqLength S x := by
  simp only [sqLength_eq_sum, Finset.mul_sum, ← Finset.sum_add_distrib]
  refine Finset.sum_congr rfl fun i _ => Finset.sum_congr rfl fun j _ => ?_
  rw [Matrix.add_apply, Matrix.smul_apply, smul_eq_mul]
  ring
```

Next is the polarization formula. The intermediate statement `h` expands the squared length of $e_i+e_j$ into $G_{ii}+G_{jj}+G_{ij}+G_{ji}$; symmetry merges the last two terms, and `linarith` solves for $G_{ij}$.

```lean
/-- Polarization: an entry of a symmetric metric is recovered from three squared lengths. -/
theorem entry_eq_polarization {G : Matrix (Fin n) (Fin n) ℝ} (hG : G.IsSymm) (i j : Fin n) :
    G i j = (sqLength G (axis i + axis j) - sqLength G (axis i) - sqLength G (axis j)) / 2 := by
  have h : sqLength G (axis i + axis j)
      = sqLength G (axis i) + sqLength G (axis j) + G i j + G j i := by
    simp [sqLength, axis, mulVec_add, dotProduct_add, add_dotProduct]
    ring
  have hs := hG.apply i j
  linarith
```

**Q.** Is symmetry really needed, or merely convenient?

**A.** For $n \ge 2$ it is needed: an antisymmetric part contributes nothing to $x^T G x$, so no set of lengths could detect it. For $n \le 1$ every matrix is symmetric. For inner products symmetry is automatic.

The main theorem says that two symmetric matrices are equal if and only if they give the same squared length to every $e_i$ and to every $e_i+e_j$ with $i<j$. Its proof compares entries in three cases. Above the diagonal it applies polarization to both matrices. On the diagonal the squared edge length is the entry itself. Below the diagonal it uses $e_i+e_j = e_j+e_i$ to reach a sum that was measured.

```lean
/-- Two symmetric metrics are equal exactly when they give the same squared lengths to all
basis vectors and to all sums of two different basis vectors. -/
theorem metric_eq_iff_sqLength_eq {G G' : Matrix (Fin n) (Fin n) ℝ}
    (hG : G.IsSymm) (hG' : G'.IsSymm) :
    G = G' ↔ (∀ i, sqLength G (axis i) = sqLength G' (axis i)) ∧
      ∀ i j, i < j → sqLength G (axis i + axis j) = sqLength G' (axis i + axis j) := by
  constructor
  · rintro rfl
    exact ⟨fun _ => rfl, fun _ _ _ => rfl⟩
  · rintro ⟨h1, h2⟩
    ext i j
    rcases lt_trichotomy i j with h | h | h
    · rw [entry_eq_polarization hG, entry_eq_polarization hG', h1 i, h1 j, h2 i j h]
    · subst h
      simpa [sqLength, axis] using h1 i
    · -- below the diagonal, the same sum is measured in the other order
      rw [entry_eq_polarization hG, entry_eq_polarization hG', h1 i, h1 j,
        add_comm (axis i) (axis j), h2 j i h]
```

**Q.** That statement never mentions $n(n+1)/2$.

**A.** The count is a separate theorem about the labels in `Pairs n`: let $(i,i)$ stand for the edge $a_i$, and $(i,j)$ with $i<j$ for the sum $a_i+a_j$. For fixed $j$, numbered from zero, there are $j+1$ indices $i \le j$; an induction shows that twice the sum of these numbers is $n(n+1)$.

```lean
/-- There are `n(n+1)/2` index pairs `i ≤ j`. -/
theorem card_pairs (n : ℕ) : Fintype.card (Pairs n) = n * (n + 1) / 2 := by
  have h : Fintype.card (Pairs n) = ∑ j : Fin n, ((j : ℕ) + 1) := by
    rw [Fintype.card_subtype, Finset.card_filter, Fintype.sum_prod_type_right]
    refine Finset.sum_congr rfl fun j _ => ?_
    have hj : (Finset.univ.filter (fun i : Fin n => i ≤ j)).card = (j : ℕ) + 1 := by
      rw [← Fin.card_Iic j]
      congr 1
      ext i
      simp
    exact (Finset.card_filter _ _).symm.trans hj
  have hs : ∀ m : ℕ, 2 * ∑ j : Fin m, ((j : ℕ) + 1) = m * (m + 1) := by
    intro m
    induction m with
    | zero => simp
    | succ m ih =>
      have e : ∑ j : Fin m, ((Fin.castSucc j : ℕ) + 1) = ∑ j : Fin m, ((j : ℕ) + 1) := rfl
      rw [Fin.sum_univ_castSucc, e, mul_add, ih, Fin.val_last]
      ring
  rw [h, ← hs n]
  exact (Nat.mul_div_cancel_left _ two_pos).symm
```

**Q.** So far these are matrices. What ties them to lengths I could measure?

**A.** The next theorem does: in the metric of a cell, `sqLength` is the squared norm of $\sum_i x_i a_i$. The proof expands the inner product of that sum with itself.

```lean
/-- In the metric of a cell, `xᵀ G x` is the squared norm of the vector `∑ xᵢ aᵢ`. -/
theorem sqLength_cellMetric {E : Type*} [NormedAddCommGroup E] [InnerProductSpace ℝ E]
    (a : Fin n → E) (x : Fin n → ℝ) :
    sqLength (cellMetric a) x = ‖∑ i, x i • a i‖ ^ 2 := by
  rw [sqLength_eq_sum, ← real_inner_self_eq_norm_sq, sum_inner]
  refine Finset.sum_congr rfl fun i _ => ?_
  rw [inner_sum]
  refine Finset.sum_congr rfl fun j _ => ?_
  rw [real_inner_smul_left, real_inner_smul_right]
  change x i * inner ℝ (a i) (a j) * x j = _
  ring
```

Your original question is then answered by `cellMetric_eq_iff`: two cells have the same metric exactly when the norms of their edges and of their pairwise sums agree. The proof specialises the main theorem to `cellMetric` and removes the squares, which is allowed because norms are nonnegative.

```lean
/-- Two cells have the same metric exactly when their edges `aᵢ` and their face diagonals
`aᵢ + aⱼ` have the same lengths. -/
theorem cellMetric_eq_iff {E : Type*} [NormedAddCommGroup E] [InnerProductSpace ℝ E]
    (a b : Fin n → E) :
    cellMetric a = cellMetric b ↔
      (∀ i, ‖a i‖ = ‖b i‖) ∧ ∀ i j, i < j → ‖a i + a j‖ = ‖b i + b j‖ := by
  have hsymm : ∀ c : Fin n → E, (cellMetric c).IsSymm := fun c =>
    Matrix.IsSymm.ext fun i j => real_inner_comm _ _
  have h1 : ∀ (c : Fin n → E) i, sqLength (cellMetric c) (axis i) = ‖c i‖ ^ 2 := by
    intro c i
    rw [sqLength_cellMetric]
    simp [axis, Pi.single_apply]
  have h2 : ∀ (c : Fin n → E) i j,
      sqLength (cellMetric c) (axis i + axis j) = ‖c i + c j‖ ^ 2 := by
    intro c i j
    rw [sqLength_cellMetric]
    simp [axis, Pi.single_apply, add_smul, Finset.sum_add_distrib]
  have hs : ∀ u v : E, ‖u‖ ^ 2 = ‖v‖ ^ 2 ↔ ‖u‖ = ‖v‖ := fun u v =>
    sq_eq_sq₀ (norm_nonneg u) (norm_nonneg v)
  rw [metric_eq_iff_sqLength_eq (hsymm a) (hsymm b)]
  simp only [h1, h2, hs]
```

**Q.** Does equal metric mean the same crystal?

**A.** No. Equal metrics for linearly independent basis vectors mean that one cell can be carried onto the other by a rotation, possibly combined with a reflection; that step is standard linear algebra and is not among the theorems here. The atoms inside the cell do not appear at all. Two different bases of one lattice can also have different metrics, so both cells must first be brought to a common choice of basis. For variable-cell simulation, the result thus gives a six-length comparison of three-dimensional cells with matched bases. It concerns exact equality; how closely the metrics agree when the lengths agree only within a tolerance is not treated here.

**Q.** And the claim that fewer lengths fail?

**A.** It starts from the positivity estimate. For any symmetric $S$ there is a $t>0$ such that $1+tS$ satisfies `IsMetric`. In the proof, `hb` is the bound $x^T S x + C|x|^2 \ge 0$, obtained term by term, and $t$ is $1/(C+1)$ as before. The closing `nlinarith` combines this bound, multiplied by $t$, with $t(C+1)|x|^2 = |x|^2$ and $t|x|^2 > 0$.

```lean
/-- For any symmetric matrix `S` there is a `t > 0` such that `1 + t • S` is a positive definite
metric. -/
theorem exists_isMetric_one_add_smul {S : Matrix (Fin n) (Fin n) ℝ} (hS : S.IsSymm) :
    ∃ t : ℝ, 0 < t ∧ IsMetric (1 + t • S) := by
  have hC : 0 ≤ ∑ i, ∑ j, |S i j| :=
    Finset.sum_nonneg fun i _ => Finset.sum_nonneg fun j _ => abs_nonneg _
  -- the quadratic form of `S` is bounded below by a multiple of the Euclidean one
  have hb : ∀ x : Fin n → ℝ, 0 ≤ sqLength S x + (∑ i, ∑ j, |S i j|) * ∑ k, x k ^ 2 := by
    intro x
    simp only [sqLength_eq_sum, Finset.sum_mul, ← Finset.sum_add_distrib]
    refine Finset.sum_nonneg fun i _ => Finset.sum_nonneg fun j _ => ?_
    have hk : ∀ l, x l ^ 2 ≤ ∑ k, x k ^ 2 := fun l =>
      Finset.single_le_sum (f := fun k => x k ^ 2) (fun k _ => sq_nonneg _) (Finset.mem_univ l)
    have hx : |x i * x j| ≤ ∑ k, x k ^ 2 := by
      rw [abs_le]
      constructor <;>
        nlinarith [hk i, hk j, sq_nonneg (x i + x j), sq_nonneg (x i - x j)]
    have h1 := neg_abs_le (S i j * (x i * x j))
    rw [abs_mul] at h1
    have h2 := mul_le_mul_of_nonneg_left hx (abs_nonneg (S i j))
    have h3 : x i * S i j * x j = S i j * (x i * x j) := by ring
    rw [h3]
    linarith
  generalize (∑ i, ∑ j, |S i j|) = C at hC hb
  have ht : 0 < 1 / (C + 1) := by positivity
  have htC : 1 / (C + 1) * (C + 1) = 1 := one_div_mul_cancel (by positivity)
  generalize 1 / (C + 1) = t at ht htC
  refine ⟨t, ht, Matrix.isSymm_one.add (hS.smul t), fun x hx => ?_⟩
  obtain ⟨i, hi⟩ := Function.ne_iff.mp hx
  have hN : 0 < ∑ k, x k ^ 2 :=
    Finset.sum_pos' (fun k _ => sq_nonneg _) ⟨i, Finset.mem_univ i, pow_pos_of_ne hi⟩
  have h1 : sqLength 1 x = ∑ k, x k ^ 2 := by simp [sqLength, dotProduct, sq]
  rw [sqLength_add_smul, h1]
  have h2 := mul_nonneg ht.le (hb x)
  have h3 := mul_pos ht hN
  have h4 : t * (C + 1) * ∑ k, x k ^ 2 = ∑ k, x k ^ 2 := by rw [htC, one_mul]
  nlinarith [h2, h3, h4]
where
  pow_pos_of_ne {y : ℝ} (hy : y ≠ 0) : 0 < y ^ 2 := by positivity
```

The last theorem reads: for any $m < n(n+1)/2$ and any list `v` of $m$ coordinate vectors, there exist two different matrices satisfying `IsMetric` that agree on all the listed squared lengths. The vectors may have arbitrary real coordinates, so lattice vectors of any length are included.

**Q.** Does it say that every metric is ambiguous under such a measurement?

**A.** It states only that some ambiguous pair exists for each list; the proof always uses the Euclidean metric $1$ as one member.

The linear map `T` sends the independent entries to the measured squared lengths. Comparing dimensions with `card_pairs` shows that `T` is not injective, so two different parameter sets `c` and `d` give the same lengths. Their difference, `symOf c` minus `symOf d`, plays the part of $S$. The positivity lemma supplies $t$, and applied to the zero matrix it also confirms that $1$ is a metric.

Two checks remain. If $1 = 1+tS$, reading the entries with $i \le j$ gives $t(c_{ij}-d_{ij})=0$, hence $c=d$, a contradiction. The lengths agree because `sqLength` is linear in the metric and $S$ contributes zero on every $v_k$.

```lean
/-- Fewer than `n(n+1)/2` squared lengths never suffice: for any such choice of vectors, two
different positive definite metrics agree on all of them. -/
theorem fewer_lengths_insufficient {m : ℕ} (hm : m < n * (n + 1) / 2)
    (v : Fin m → Fin n → ℝ) :
    ∃ G G' : Matrix (Fin n) (Fin n) ℝ, IsMetric G ∧ IsMetric G' ∧ G ≠ G' ∧
      ∀ k, sqLength G (v k) = sqLength G' (v k) := by
  -- the measured lengths depend linearly on the independent entries of the metric
  let T : (Pairs n → ℝ) →ₗ[ℝ] (Fin m → ℝ) :=
    { toFun := fun c k => sqLength (symOf c) (v k)
      map_add' := fun c d => by
        funext k
        have h : symOf (c + d) = symOf c + (1 : ℝ) • symOf d := by
          ext i j
          simp [symOf]
        simp only [h, sqLength_add_smul, one_mul, Pi.add_apply]
      map_smul' := fun t c => by
        funext k
        have h : symOf (t • c) = 0 + t • symOf c := by
          ext i j
          simp [symOf]
        have h0 : sqLength 0 (v k) = 0 := by simp [sqLength]
        change sqLength (symOf (t • c)) (v k) = t * sqLength (symOf c) (v k)
        rw [h, sqLength_add_smul, h0, zero_add] }
  have hT : ¬ Function.Injective T := fun h => by
    have hle := LinearMap.finrank_le_finrank_of_injective h
    simp only [Module.finrank_fintype_fun_eq_card, Fintype.card_fin, card_pairs] at hle
    exact absurd hle (not_le_of_gt hm)
  simp only [Function.Injective, not_forall] at hT
  obtain ⟨c, d, hcd, hne⟩ := hT
  have hsymm : ∀ c : Pairs n → ℝ, (symOf c).IsSymm := fun c =>
    Matrix.IsSymm.ext fun i j => by simp [symOf, min_comm, max_comm]
  -- the difference of two indistinguishable parameter sets is invisible to all probes
  obtain ⟨t, ht, hmet⟩ :=
    exists_isMetric_one_add_smul ((hsymm c).add ((hsymm d).smul (-1 : ℝ)))
  obtain ⟨s, -, hone⟩ := exists_isMetric_one_add_smul (Matrix.isSymm_zero (n := Fin n) (α := ℝ))
  rw [smul_zero, add_zero] at hone
  refine ⟨1, _, hone, hmet, fun h => hne ?_, fun k => ?_⟩
  · funext p
    obtain ⟨⟨i, j⟩, hij⟩ := p
    have hij' : i ≤ j := hij
    have hv : ∀ c : Pairs n → ℝ, symOf c i j = c ⟨(i, j), hij⟩ := fun c => by
      simp [symOf, min_eq_left hij', max_eq_right hij']
    have he := congrFun (congrFun h i) j
    simp only [Matrix.add_apply, Matrix.smul_apply, smul_eq_mul, hv] at he
    have hz : t * (c ⟨(i, j), hij⟩ - d ⟨(i, j), hij⟩) = 0 := by linarith
    exact sub_eq_zero.mp ((mul_eq_zero.mp hz).resolve_left ht.ne')
  · have hk : sqLength (symOf c) (v k) = sqLength (symOf d) (v k) := congrFun hcd k
    rw [sqLength_add_smul, sqLength_add_smul, hk]
    ring

end

end MetricFromLengths
```

```lean
#print axioms MetricFromLengths.sqLength_cellMetric
-- 'MetricFromLengths.sqLength_cellMetric' depends on axioms: [propext, Classical.choice, Quot.sound]
#print axioms MetricFromLengths.cellMetric_eq_iff
-- 'MetricFromLengths.cellMetric_eq_iff' depends on axioms: [propext, Classical.choice, Quot.sound]
#print axioms MetricFromLengths.fewer_lengths_insufficient
-- 'MetricFromLengths.fewer_lengths_insufficient' depends on axioms: [propext, Classical.choice, Quot.sound]
```
